# The diagonal element of A ⊗ A in a normalised Slater determinant of two orthonormal orbitals is a direct product minus an exchange product

Let A be the matrix of a one-particle operator in a finite set of M orthonormal orbitals. For two fermions in distinct orbitals k and l, the diagonal element of A ⊗ A in their normalised Slater determinant is the 2 × 2 minor of A on rows and columns k, l. The file takes this minor as the definition of `slaterWeight`, and the theorem `slaterWeight_eq` states that it equals `A k k * A l l - A k l * A l k`, for entries in any commutative ring and also for k = l, where both sides vanish. The attempt unfolds the definition with `simp` and counts on `Matrix.det_fin_two`, the formula for a 2 × 2 determinant, to expand it.

As first written in Lean, the proof fails:

```lean
import Mathlib

open Matrix
open scoped Kronecker

namespace TwoFermionPartition

variable {M : ℕ} {R : Type*} [CommRing R]

/-- The diagonal element of `A ⊗ A` in the Slater determinant of orbitals `k` and `l`:
the minor of `A` on rows and columns `k, l`. -/
def slaterWeight (A : Matrix (Fin M) (Fin M) R) (k l : Fin M) : R :=
  (A.submatrix ![k, l] ![k, l]).det

/-- The Slater weight is the direct product of diagonal elements minus the exchange product. -/
theorem slaterWeight_eq (A : Matrix (Fin M) (Fin M) R) (k l : Fin M) :
    slaterWeight A k l = A k k * A l l - A k l * A l k := by
  simp [slaterWeight, Matrix.det_fin_two]

end TwoFermionPartition
```

Compiling this gives:

```
Main.lean:17:58: error: unsolved goals
M : ℕ
R : Type u_1
inst✝ : CommRing R
A : Matrix (Fin M) (Fin M) R
k l : Fin M
⊢ det (vecCons (fun j => A k (![k, l] j)) (vecCons (fun j => A l (![k, l] j)) !![,,])) = A k k * A l l - A k l * A l k
Main.lean:18:22: warning: This simp argument is unused:
  Matrix.det_fin_two

Hint: Omit it from the simp argument list.
  [apply] simp [slaterWeight]

Note: This linter can be disabled with `set_option linter.unusedSimpArgs false`
```

Cause. The error shows where `simp` stopped. It had unfolded `slaterWeight` and rewritten the submatrix as explicit rows built with `vecCons`, but the `det` round them was still there. The warning that `Matrix.det_fin_two` is unused says the same from the other side: the formula never fired. So the hint to omit it would only tidy the call, and the goal would stay open. The messages don't show why the formula failed to match, since the implicit arguments of `det` are not printed.

The repair doesn't leave the match to `simp`. It applies `Matrix.det_fin_two` directly to `A.submatrix ![k, l] ![k, l]`, which gives the determinant as a difference of products of that submatrix's entries. `exact` then only needs this statement to agree with the goal by definition, and it does: `slaterWeight A k l` unfolds to the determinant, and the submatrix's entries at positions 0 and 1 compute to the entries of `A` at `k` and `l`.

The repair, with which the file compiles:

```diff
@@ -16,5 +16,5 @@
 theorem slaterWeight_eq (A : Matrix (Fin M) (Fin M) R) (k l : Fin M) :
     slaterWeight A k l = A k k * A l l - A k l * A l k := by
-  simp [slaterWeight, Matrix.det_fin_two]
+  exact Matrix.det_fin_two (A.submatrix ![k, l] ![k, l])
 
 end TwoFermionPartition
```
